# A continuous, non-negative scattering rate that is positive at some angle strictly between 0 and 2π gives a positive transport rate

The transport rate is here the integral of W(φ)(1 − cos φ) over transfer angles φ from 0 to 2π, with no prefactor, so that scattering through small angles counts for little. The theorem says that this integral is strictly positive if the scattering rate W is continuous, nowhere negative, and positive at some angle c with 0 < c < 2π. W is any real function with these properties, and it need not be periodic or symmetric. The attempt shows that the integrand is continuous and that cos c < 1, then looks to a library lemma to conclude that the integral is positive.

As first written in Lean, the proof fails:

```lean
import Mathlib

open Real

namespace TransportRelaxation

noncomputable section

/-- The scattering rate weighted by `1 - cos (n φ)`; for `n = 1` it is the transport rate. -/
def relaxRate (W : ℝ → ℝ) (n : ℕ) : ℝ :=
  ∫ φ in (0 : ℝ)..2 * π, W φ * (1 - cos (n * φ))

/-- The transport rate is positive if the scattering rate is nonnegative and is positive at some
transfer angle strictly between `0` and `2π`. -/
theorem transportRate_pos {W : ℝ → ℝ} (hc : Continuous W) (h0 : ∀ x, 0 ≤ W x)
    {c : ℝ} (hc0 : 0 < c) (hc1 : c < 2 * π) (hW : 0 < W c) : 0 < relaxRate W 1 := by
  have hcont : Continuous (fun φ : ℝ => W φ * (1 - cos ((1 : ℕ) * φ))) := by fun_prop
  have hne : cos c ≠ 1 := fun h =>
    hc0.ne' ((Real.cos_eq_one_iff_of_lt_of_lt (by linarith) hc1).1 h)
  have hlt : cos c < 1 := lt_of_le_of_ne (Real.cos_le_one c) hne
  refine intervalIntegral.intervalIntegral_pos_of_pos_on_aux ?_

end

end TransportRelaxation
```

The compiler's answer:

```
Main.lean:21:9: error(lean.unknownIdentifier): Unknown constant `intervalIntegral.intervalIntegral_pos_of_pos_on_aux`
```

What went wrong. The message says that Lean knows no constant called `intervalIntegral.intervalIntegral_pos_of_pos_on_aux`. The last step therefore fails at the name, before any argument about the integral can be checked.

The repair uses `intervalIntegral.integral_pos` instead. This lemma asks for four things: that 0 < 2π, that the integrand is continuous on the interval, that it is non-negative there, and that it is positive at some point of the interval. `positivity` proves the first, and `hcont`, already in the file, gives the second. The third holds because `W` is non-negative and a cosine is at most 1. For the fourth the proof offers the angle `c`, where `W c` and `1 - cos c` are both positive, and so is their product.

The definition writes the cosine's argument with the natural number 1, cast to a real, as a factor. The closing `simpa` removes that factor so that the product matches the goal. `unfold relaxRate` puts the integral in plain view for the lemma, and the added comment is only tidying.

The change, after which it compiles:

```diff
@@ -19,5 +19,11 @@
     hc0.ne' ((Real.cos_eq_one_iff_of_lt_of_lt (by linarith) hc1).1 h)
   have hlt : cos c < 1 := lt_of_le_of_ne (Real.cos_le_one c) hne
-  refine intervalIntegral.intervalIntegral_pos_of_pos_on_aux ?_
+  unfold relaxRate
+  -- the integrand is nonnegative everywhere and positive at the angle `c`
+  refine intervalIntegral.integral_pos (by positivity) hcont.continuousOn
+    (fun x _ => mul_nonneg (h0 x) (sub_nonneg.2 (Real.cos_le_one _)))
+    ⟨c, ⟨hc0.le, hc1.le⟩, ?_⟩
+  have h := mul_pos hW (sub_pos.2 hlt)
+  simpa only [Nat.cast_one, one_mul] using h
 
 end
```
